# For a finite symmetry group, characters count the allowed linear couplings

Displace the nuclei of a symmetric molecule slightly, and its electronic states can shift in energy and mix. To first order this change is described by a matrix $H(k)$, linear in the displacement coordinates $k$. Symmetry can force some of its coefficients to vanish and tie others together. How many independent constants remain?

For real wavefunctions without spin, such a vibronic coupling is a real symmetric matrix. The same question arises for the term linear in wavevector at the centre of a Brillouin zone. In a real spinless basis, time reversal gives $H(-k)=H(k)^*$, so the linear term is $i$ times a real antisymmetric matrix. Below, $H$ denotes the real matrix, with that factor $i$ left outside.

Let $G$ be the finite symmetry group, with identity $e$ and $|G|$ elements. Real matrices $K(g)$ represent it on the coordinates, and real matrices $D(g)$ on the states. The index sets `m` and `n` label coordinates and states; both are finite. A real number $\varepsilon$ will distinguish the symmetric from the antisymmetric case.

```lean
import Mathlib

open Matrix

namespace MethodOfInvariants

noncomputable section

variable {G m n : Type*} [Group G] [Fintype G]
  [Fintype m] [DecidableEq m] [Fintype n] [DecidableEq n] {ε : ℝ}
```

## Couplings and the two laws they obey

A coupling is a linear map from coordinate vectors to real matrices on the states.

```lean
/-- A coupling assigns a real matrix on the states linearly to each coordinate vector. -/
abbrev Coupling (m n : Type*) := (m → ℝ) →ₗ[ℝ] Matrix n n ℝ
```

It is allowed when, for all $g$ and $k$,

$$H(K(g)k)=D(g)\,H(k)\,D(g)^T,\qquad H(k)^T=\varepsilon H(k).$$

The first law says that transforming the coordinates has the same effect as transforming the states. For orthogonal $D$, the usual case of an orthonormal basis, $D(g)^T=D(g)^{-1}$ and this is the familiar similarity transformation of a Hamiltonian. The count holds for the law with the transpose whether or not $D$ is orthogonal, so orthogonality is not assumed.

Both laws are linear in $H$, so sums and multiples of allowed couplings are allowed. They form a subspace, `invariants K D ε`, whose dimension is the number of free constants. The type `G →* Matrix m m ℝ` says that $K$ respects products and the identity, and likewise for $D$.

```lean
/-- The couplings that obey `H(K(g)k) = D(g) H(k) D(g)ᵀ` and `H(k)ᵀ = ε H(k)`.
The sign `ε = 1` selects symmetric matrices and `ε = -1` antisymmetric ones. -/
def invariants (K : G →* Matrix m m ℝ) (D : G →* Matrix n n ℝ) (ε : ℝ) :
    Submodule ℝ (Coupling m n) where
  carrier := {H | (∀ g k, H (K g *ᵥ k) = D g * H k * (D g)ᵀ) ∧ ∀ k, (H k)ᵀ = ε • H k}
  zero_mem' := ⟨fun g k => by simp, fun k => by simp⟩
  add_mem' := by
    rintro H H' ⟨h1, h2⟩ ⟨h1', h2'⟩
    exact ⟨fun g k => by
      simp only [LinearMap.add_apply, h1, h1', Matrix.mul_add, Matrix.add_mul],
      fun k => by simp only [LinearMap.add_apply, Matrix.transpose_add, h2, h2', smul_add]⟩
  smul_mem' := by
    rintro c H ⟨h1, h2⟩
    exact ⟨fun g k => by
      simp only [LinearMap.smul_apply, h1, Matrix.mul_smul, Matrix.smul_mul],
      fun k => by rw [LinearMap.smul_apply, Matrix.transpose_smul, h2, smul_comm]⟩
```

## Averaging gives a projector

For matrices $A$ on states and $B$ on coordinates, define

$$(T_{A,B}H)(k)=A\,H(Bk)\,A^T.$$

```lean
/-- The transformation of a coupling `H` into `k ↦ A H(Bk) Aᵀ`. -/
def transform (A : Matrix n n ℝ) (B : Matrix m m ℝ) : Coupling m n →ₗ[ℝ] Coupling m n where
  toFun H :=
    { toFun := fun k => A * H (B *ᵥ k) * Aᵀ
      map_add' := fun x y => by simp [Matrix.mulVec_add, Matrix.mul_add, Matrix.add_mul]
      map_smul' := fun c x => by simp [Matrix.mulVec_smul] }
  map_add' H H' := LinearMap.ext fun k => by simp [Matrix.mul_add, Matrix.add_mul]
  map_smul' c H := LinearMap.ext fun k => by simp
```

Let $\tau$ transpose the matrix at every $k$: $(\tau H)(k)=H(k)^T$.

```lean
/-- The map that transposes the matrix of a coupling at every coordinate vector. -/
def transposeMap : Coupling m n →ₗ[ℝ] Coupling m n where
  toFun H :=
    { toFun := fun k => (H k)ᵀ
      map_add' := fun x y => by simp
      map_smul' := fun c x => by simp }
  map_add' H H' := LinearMap.ext fun k => by simp
  map_smul' c H := LinearMap.ext fun k => by simp
```

Write $T_g=T_{D(g),K(g^{-1})}$ and average over the group:

$$P=\frac{1}{2|G|}\sum_{g}\left(T_g+\varepsilon\,\tau T_g\right).$$

```lean
/-- The group average of the transformed coupling, combined with `ε` times its transpose. -/
def symmetrizer (K : G →* Matrix m m ℝ) (D : G →* Matrix n n ℝ) (ε : ℝ) :
    Coupling m n →ₗ[ℝ] Coupling m n :=
  (2 * (Fintype.card G : ℝ))⁻¹ • ∑ g, (transform (D g) (K g⁻¹) +
    ε • (transposeMap ∘ₗ transform (D g) (K g⁻¹)))
```

Suppose $\varepsilon^2=1$. This condition reflects the fact that transposing twice restores a matrix, so a nonzero coupling can only have $\varepsilon=\pm1$. Three checks show that $P$ projects onto the allowed couplings.

*Covariance.* In $(PH)(K(h)k)$, replace $g$ by $hg$. Since $K((hg)^{-1})K(h)=K(g^{-1})$ and $D(hg)=D(h)D(g)$, a factor $D(h)$ comes out on the left and $D(h)^T$ on the right, leaving $D(h)(PH)(k)D(h)^T$. The proof makes this shift with `Equiv.sum_comp`.

*Transposition.* With $X_g=(T_gH)(k)$, each term obeys
$$(X_g+\varepsilon X_g^T)^T=X_g^T+\varepsilon X_g=\varepsilon(X_g+\varepsilon X_g^T).$$

*Allowed couplings are fixed.* If $H$ is allowed, then
$$D(g)H(K(g^{-1})k)D(g)^T=H(K(g)K(g^{-1})k)=H(k),$$
and $\varepsilon H(k)^T=\varepsilon^2H(k)=H(k)$. The sum contains $2|G|$ copies of $H(k)$, which the prefactor reduces to one.

```lean
/-- For a sign `ε` with `ε² = 1`, the symmetrizer projects onto the allowed couplings. -/
theorem symmetrizer_isProj (K : G →* Matrix m m ℝ) (D : G →* Matrix n n ℝ)
    (hε : ε * ε = 1) : LinearMap.IsProj (invariants K D ε) (symmetrizer K D ε) := by
  have hP : ∀ (H : Coupling m n) k, symmetrizer K D ε H k =
      (2 * (Fintype.card G : ℝ))⁻¹ • ∑ g, (D g * H (K g⁻¹ *ᵥ k) * (D g)ᵀ +
        ε • (D g * H (K g⁻¹ *ᵥ k) * (D g)ᵀ)ᵀ) := by
    intro H k
    simp [symmetrizer, transform, transposeMap, LinearMap.sum_apply]
  constructor
  · intro H
    refine ⟨fun h k => ?_, fun k => ?_⟩
    · -- covariance follows by shifting the summation over the group
      rw [hP, hP, Matrix.mul_smul, Matrix.smul_mul, Matrix.mul_sum, Matrix.sum_mul]
      congr 1
      refine (Equiv.sum_comp (Equiv.mulLeft h) _).symm.trans ?_
      refine Finset.sum_congr rfl fun g _ => ?_
      have e : K (h * g)⁻¹ *ᵥ (K h *ᵥ k) = K g⁻¹ *ᵥ k := by
        rw [Matrix.mulVec_mulVec, ← map_mul, show (h * g)⁻¹ * h = g⁻¹ by group]
      simp only [Equiv.coe_mulLeft, e, map_mul, Matrix.transpose_mul,
        Matrix.transpose_transpose, Matrix.mul_add, Matrix.add_mul, Matrix.mul_smul,
        Matrix.smul_mul, Matrix.mul_assoc]
    · rw [hP, Matrix.transpose_smul, Matrix.transpose_sum, smul_comm ε]
      congr 1
      rw [Finset.smul_sum]
      refine Finset.sum_congr rfl fun g _ => ?_
      rw [Matrix.transpose_add, Matrix.transpose_smul, Matrix.transpose_transpose,
        smul_add, smul_smul, hε, one_smul, add_comm]
  · -- every term of the average leaves an allowed coupling unchanged
    rintro H ⟨h1, h2⟩
    apply LinearMap.ext
    intro k
    have t : ∀ g, D g * H (K g⁻¹ *ᵥ k) * (D g)ᵀ = H k := fun g => by
      rw [← h1, Matrix.mulVec_mulVec, ← map_mul, mul_inv_cancel, map_one, Matrix.one_mulVec]
    have hc : (Fintype.card G : ℝ) ≠ 0 := Nat.cast_ne_zero.mpr Fintype.card_ne_zero
    rw [hP]
    simp only [t, h2, smul_smul, hε, one_smul, Finset.sum_const, Finset.card_univ]
    rw [← two_smul ℝ (H k), ← Nat.cast_smul_eq_nsmul ℝ, smul_smul, smul_smul]
    convert one_smul ℝ (H k) using 2
    field_simp
```

## Traces from elementary couplings

Let $e_a$ be the unit vector along coordinate $a$, and $E_{ij}$ the matrix whose only nonzero entry is a 1 at $(i,j)$. The elementary coupling is

$$U_{a,ij}(k)=k_a E_{ij}.$$

```lean
/-- The elementary coupling of coordinate `a` to the matrix entry `(i, j)`. -/
def unitCoupling (a : m) (i j : n) : Coupling m n :=
  (LinearMap.proj a).smulRight (Matrix.single i j (1 : ℝ))
```

Any coupling is fixed by its components $H(e_a)_{ij}$, because $H(k)_{ij}=\sum_a k_a H(e_a)_{ij}$. Conversely, any choice of these numbers defines a coupling.

```lean
/-- The components of a coupling: one number for each coordinate and matrix entry. -/
def components : Coupling m n ≃ₗ[ℝ] (m × n × n → ℝ) where
  toFun H p := H (Pi.single p.1 1) p.2.1 p.2.2
  map_add' _ _ := rfl
  map_smul' _ _ := rfl
  invFun f :=
    { toFun := fun k => Matrix.of fun i j => ∑ a, k a * f (a, i, j)
      map_add' := fun x y => by ext i j; simp [add_mul, Finset.sum_add_distrib]
      map_smul' := fun c x => by ext i j; simp [Finset.mul_sum, mul_assoc] }
  left_inv H := (Pi.basisFun ℝ m).ext fun a => by
    rw [Pi.basisFun_apply]
    ext i j
    simp [Pi.single_apply]
  right_inv f := by
    funext p
    simp [Pi.single_apply]
```

The elementary couplings therefore form a basis, and a linear map $T$ on couplings has trace

$$\operatorname{tr}T=\sum_{a,i,j}\big[(T U_{a,ij})(e_a)\big]_{ij}.$$

The proof identifies the basis vectors given by `components` with the elementary couplings, then expands the matrix trace.

```lean
/-- The trace of a linear map on couplings is the sum of its diagonal elements over the
elementary couplings. -/
theorem trace_eq_sum (T : Coupling m n →ₗ[ℝ] Coupling m n) :
    LinearMap.trace ℝ _ T =
      ∑ a, ∑ i, ∑ j, T (unitCoupling a i j) (Pi.single a 1) i j := by
  have hu : ∀ (a : m) (i j : n),
      components.symm (Pi.single (a, i, j) 1) = unitCoupling a i j := by
    intro a i j
    rw [LinearEquiv.symm_apply_eq]
    funext ⟨a', i', j'⟩
    change _ = (Pi.single a' (1 : ℝ) : m → ℝ) a * Matrix.single i j (1 : ℝ) i' j'
    simp only [Pi.single_apply, Matrix.single_apply, Prod.mk.injEq]
    split_ifs <;> simp_all
  rw [LinearMap.trace_eq_matrix_trace ℝ (Module.Basis.ofEquivFun components)]
  simp only [Matrix.trace, Matrix.diag_apply, LinearMap.toMatrix_apply,
    Module.Basis.coe_ofEquivFun, Module.Basis.ofEquivFun_repr_apply,
    Fintype.sum_prod_type, hu]
  rfl
```

For $T_{A,B}$, the coordinate factor is $(Be_b)_a=B_{ab}$ and the matrix factor is $(AE_{ij}A^T)_{pq}=A_{pi}A_{qj}$. Hence

$$\big[(T_{A,B}U_{a,ij})(e_b)\big]_{pq}=B_{ab}A_{pi}A_{qj}.$$

```lean
/-- The matrix elements of a transformed elementary coupling are products of one element
of `B` and two elements of `A`. -/
theorem transform_unitCoupling (A : Matrix n n ℝ) (B : Matrix m m ℝ) (a b : m)
    (i j p q : n) :
    transform A B (unitCoupling a i j) (Pi.single b 1) p q = B a b * (A p i * A q j) := by
  have hB : (B *ᵥ Pi.single b 1) a = B a b := by simp
  change (A * ((B *ᵥ Pi.single b 1) a • Matrix.single i j (1 : ℝ)) * Aᵀ) p q = _
  rw [hB, Matrix.mul_smul, Matrix.smul_mul, Matrix.smul_apply, smul_eq_mul]
  congr 1
  simp [Matrix.mul_apply, Matrix.single_apply, ite_and]
```

Set $b=a$, $p=i$, $q=j$ and sum:

$$\operatorname{tr}T_{A,B}=\sum_a B_{aa}\sum_i A_{ii}\sum_j A_{jj}=\operatorname{tr}B\,(\operatorname{tr}A)^2.$$

```lean
/-- The transformation of couplings has trace `tr B (tr A)²`. -/
theorem trace_transform (A : Matrix n n ℝ) (B : Matrix m m ℝ) :
    LinearMap.trace ℝ _ (transform A B) = B.trace * A.trace ^ 2 := by
  rw [trace_eq_sum]
  simp only [transform_unitCoupling, ← Finset.mul_sum, ← Finset.sum_mul]
  simp only [Matrix.trace, Matrix.diag_apply, sq]
```

Transposition exchanges the two matrix indices, so now $p=j$ and $q=i$:

$$\operatorname{tr}(\tau T_{A,B})=\sum_aB_{aa}\sum_{i,j}A_{ji}A_{ij}=\operatorname{tr}B\,\operatorname{tr}(A^2).$$

```lean
/-- Followed by transposition, the transformation of couplings has trace `tr B tr(A²)`. -/
theorem trace_transpose_transform (A : Matrix n n ℝ) (B : Matrix m m ℝ) :
    LinearMap.trace ℝ _ (transposeMap ∘ₗ transform A B) = B.trace * (A * A).trace := by
  rw [trace_eq_sum]
  change ∑ a, ∑ i, ∑ j, transform A B (unitCoupling a i j) (Pi.single a 1) j i = _
  simp only [transform_unitCoupling, ← Finset.mul_sum, ← Finset.sum_mul]
  simp only [Matrix.trace, Matrix.diag_apply, Matrix.mul_apply]
  congr 1
  exact Finset.sum_congr rfl fun i _ => Finset.sum_congr rfl fun j _ => mul_comm _ _
```

## The number of free constants

A projector splits the space into its range, where it acts as the identity, and its kernel, where it vanishes. In a basis adapted to this splitting, its trace counts the dimensions of the range.

```lean
/-- On a finite-dimensional real vector space, the dimension of the subspace onto which a
projector projects is the trace of the projector. -/
theorem finrank_eq_trace {V : Type*} [AddCommGroup V] [Module ℝ V]
    (hV : Module.Finite ℝ V) {p : Submodule ℝ V} {P : V →ₗ[ℝ] V}
    (hP : LinearMap.IsProj p P) :
    (Module.finrank ℝ p : ℝ) = LinearMap.trace ℝ V P := by
  have := hV
  exact hP.trace.symm
```

Write $\chi_K(g)=\operatorname{tr}K(g)$ and $\chi_D(g)=\operatorname{tr}D(g)$. Taking the trace of $P$, with $A=D(g)$, $B=K(g^{-1})$ and $D(g)^2=D(g^2)$, gives

$$\dim=\frac{1}{|G|}\sum_g\chi_K(g^{-1})\,\frac{\chi_D(g)^2+\varepsilon\,\chi_D(g^2)}{2}.$$

The symmetric count is $\varepsilon=1$ and the antisymmetric count is $\varepsilon=-1$. In Lean, `Module.finrank` is the dimension, a natural number read here as a real one.

The condition on $\varepsilon$ matters. Take the trivial group, one coordinate, one state and $\varepsilon=0$, with $K(e)=D(e)=1$. The transpose law then forces $H=0$, so the dimension is 0, while the formula gives $\tfrac12$.

When a linear vibronic or $k\cdot p$ model is fitted to electronic-structure data, this is the number of parameters in the linear term that symmetry leaves free, for a finite group acting by real matrices. Constant terms, such as the energies of the states at $k=0$, are not included. The count does not determine the values of the linear parameters, and complex spinor representations are not covered.

```lean
/-- For a finite group and a sign `ε` with `ε² = 1`, the number of independent allowed
couplings is the group average of `χ_K(g⁻¹) (χ_D(g)² + ε χ_D(g²)) / 2`. -/
theorem finrank_invariants (K : G →* Matrix m m ℝ) (D : G →* Matrix n n ℝ)
    (hε : ε * ε = 1) :
    (Module.finrank ℝ (invariants K D ε) : ℝ) = (Fintype.card G : ℝ)⁻¹ *
      ∑ g, (K g⁻¹).trace * ((D g).trace ^ 2 + ε * (D (g ^ 2)).trace) / 2 := by
  -- the dimension is the trace of the projector
  have h : (Module.finrank ℝ (invariants K D ε) : ℝ) =
      LinearMap.trace ℝ (Coupling m n) (symmetrizer K D ε) :=
    finrank_eq_trace (V := Coupling m n) (Module.Finite.equiv components.symm)
      (symmetrizer_isProj K D hε)
  rw [h, symmetrizer, map_smul, map_sum]
  simp only [map_add, map_smul, trace_transform, trace_transpose_transform, smul_eq_mul]
  rw [Finset.mul_sum, Finset.mul_sum]
  refine Finset.sum_congr rfl fun g _ => ?_
  rw [sq g, map_mul, mul_inv]
  ring
```

The dimension is zero exactly when the only allowed coupling is zero, written `⊥` in Lean. Since $1/|G|\neq0$, this happens exactly when the character sum itself vanishes, which gives a selection rule.

```lean
/-- For a finite group and a sign `ε` with `ε² = 1`, symmetry forbids every nonzero coupling
exactly when the character sum vanishes. -/
theorem forbidden_iff (K : G →* Matrix m m ℝ) (D : G →* Matrix n n ℝ) (hε : ε * ε = 1) :
    invariants K D ε = ⊥ ↔
      ∑ g, (K g⁻¹).trace * ((D g).trace ^ 2 + ε * (D (g ^ 2)).trace) / 2 = 0 := by
  have hc : (Fintype.card G : ℝ) ≠ 0 := Nat.cast_ne_zero.mpr Fintype.card_ne_zero
  rw [← Submodule.finrank_eq_zero (R := ℝ), ← Nat.cast_eq_zero (R := ℝ),
    finrank_invariants K D hε, mul_eq_zero, or_iff_right (inv_ne_zero hc)]
```

## An even and an odd state under inversion

Let $G=\{1,-1\}$, which Lean writes as `ℤˣ`, with $-1$ standing for inversion. One coordinate changes sign, so $K(u)=u$.

```lean
/-- One coordinate that changes sign under inversion. -/
def oddCoordinate : ℤˣ →* Matrix (Fin 1) (Fin 1) ℝ where
  toFun u := !![((u : ℤ) : ℝ)]
  map_one' := by ext i j; fin_cases i; fin_cases j; simp
  map_mul' u v := by ext i j; fin_cases i; fin_cases j; simp [Matrix.mul_apply]
```

One state is even and the other odd, so $D(u)=\operatorname{diag}(1,u)$.

```lean
/-- Two states, the first even and the second odd under inversion. -/
def evenOddStates : ℤˣ →* Matrix (Fin 2) (Fin 2) ℝ where
  toFun u := !![1, 0; 0, ((u : ℤ) : ℝ)]
  map_one' := by ext i j; fin_cases i <;> fin_cases j <;> simp
  map_mul' u v := by
    ext i j
    fin_cases i <;> fin_cases j <;> simp [Matrix.mul_apply, Fin.sum_univ_succ]
```

The characters are $\chi_K(u)=u$ and $\chi_D(u)=1+u$, and both group elements square to 1. The identity contributes $(4+2\varepsilon)/2=2+\varepsilon$, and inversion contributes $-(0+2\varepsilon)/2=-\varepsilon$. Their average is

$$\frac{(2+\varepsilon)-\varepsilon}{2}=1.$$

The allowed couplings are the multiples $c$ of a single form,

$$H(k)=c\,k\begin{pmatrix}0&1\\ \varepsilon&0\end{pmatrix}.$$

For $\varepsilon=1$ this is the mixing of an even and an odd electronic state by an odd displacement. For $\varepsilon=-1$, with the factor $i$ restored, it is the linear $k\cdot p$ term between an even and an odd band in one dimension. The Lean proof evaluates the same two-term sum and then returns from real numbers to natural ones.

```lean
/-- An odd coordinate couples an even and an odd state with exactly one free constant,
for either sign `ε` with `ε² = 1`. -/
theorem finrank_evenOdd (hε : ε * ε = 1) :
    Module.finrank ℝ (invariants oddCoordinate evenOddStates ε) = 1 := by
  have tK : ∀ u, (oddCoordinate u).trace = ((u : ℤ) : ℝ) := fun u => by
    simp [oddCoordinate, Matrix.trace]
  have tD : ∀ u, (evenOddStates u).trace = 1 + ((u : ℤ) : ℝ) := fun u => by
    simp [evenOddStates, Matrix.trace_fin_two]
  have hu : (Finset.univ : Finset ℤˣ) = {1, -1} := rfl
  have e1 : (-1 : ℤˣ)⁻¹ = -1 := by decide
  have e2 : (-1 : ℤˣ) ^ 2 = 1 := by decide
  have h : (Module.finrank ℝ (invariants oddCoordinate evenOddStates ε) : ℝ) = 1 := by
    rw [finrank_invariants _ _ hε, hu, Finset.sum_pair (by decide), Fintype.card_units_int]
    simp only [tK, tD, e1, e2, inv_one, one_pow, Units.val_neg, Units.val_one]
    push_cast
    ring
  exact_mod_cast h

end

end MethodOfInvariants
```

```lean
#print axioms MethodOfInvariants.forbidden_iff
-- 'MethodOfInvariants.forbidden_iff' depends on axioms: [propext, Classical.choice, Quot.sound]
#print axioms MethodOfInvariants.finrank_evenOdd
-- 'MethodOfInvariants.finrank_evenOdd' depends on axioms: [propext, Classical.choice, Quot.sound]
```
